# Where the phonon band of a chain with first- and second-neighbour springs reaches its maximum

## Question

Take a monatomic chain with a nearest-neighbour spring $K_1 = 2$ and a second-neighbour spring $K_2 = 1$. The dispersion is $M\omega^2 = D(x) = 4K_1\sin^2(x/2) + 4K_2\sin^2 x$, with $x$ the phase advance per site. At the zone boundary $D(\pi) = 8$, but at $x = 2\pi/3$ I get $D = 6 + 3 = 9$. At $x = \pi$ second neighbours move in phase, so their springs contribute nothing. Moving away from $\pi$ loses some of the $K_1$ term and gains some of the $K_2$ term, and here the gain wins.

The general claim is that for positive $K_1, K_2$ the global maximum of $D$ is at $x = \pi$ if and only if $K_1 \ge 4K_2$, and that otherwise it equals $(K_1 + 4K_2)^2/(4K_2)$. My example fits, since $36/4 = 9$. How can this be stated and proved in Lean 4 with Mathlib, including the link between $D$ and the equations of motion?

## Answer

### Modelling choices

The chain is infinite. A displacement pattern is a function `u : ℤ → ℂ` with one component per atom, and complex values are allowed so that plane waves are exponentials. The definition `force` is the harmonic force on atom $n$,
$$F_n[u] = K_1(u_{n+1} + u_{n-1} - 2u_n) + K_2(u_{n+2} + u_{n-2} - 2u_n).$$
It is taken as the definition of the model and is not derived from a potential energy. The variable `x` is the wave number times the lattice spacing. It ranges over all real numbers, so no Brillouin zone is singled out, and maximisers are located by conditions on $\cos x$. `planeWave x n` is $e^{ixn}$, `wave x ω t n` is $e^{ixn}e^{-i\omega t}$, and `dispersion K₁ K₂ x` is $D(x)$, which has the units of a spring constant and equals $M\omega^2$, not $\omega$.

The hypotheses can be weaker than in the question. The main theorem assumes only $K_1 \ge 0$. The criterion for a boundary maximum holds for either sign of $K_2$, and in the other case $K_2 > 0$ follows from $0 \le K_1 < 4K_2$.

In this one-dimensional harmonic model with two force constants, take $M > 0$ and a stable chain, meaning $D(x) \ge 0$ for all $x$. The maximum of $D$ then fixes the top of the phonon band, and so the largest phonon energy $\hbar\omega$ after quantisation. The corresponding frequency $\sqrt{\max D/M}$ is that of the fastest oscillation of this chain, and it limits the usable time step of an explicit molecular dynamics integrator applied to it.

### Derivation by hand

Write $c = \cos x$ throughout.

**Step 1: $D$ is a quadratic in $c$.** From $\sin^2(x/2) = (1-c)/2$ and $\sin^2 x = 1 - c^2$,
$$D(x) = 2K_1(1-c) + 4K_2(1-c^2).$$

**Step 2: $D$ is the dispersion.** For $u_n = e^{ixn}$,
$$u_{n+m} + u_{n-m} = (e^{imx} + e^{-imx})u_n = 2\cos(mx)\,u_n.$$
With $m = 1, 2$ and $\cos 2x = 2c^2 - 1$,
$$F_n = \left[K_1(2c - 2) + K_2(4c^2 - 4)\right]u_n = -D(x)\,u_n.$$
For $w_n(t) = e^{ixn}e^{-i\omega t}$ two time derivatives give $(-i\omega)^2 w_n = -\omega^2 w_n$, and the factor $e^{-i\omega t}$ passes through the linear force. Hence
$$M\ddot w_n - F_n[w] = (D(x) - M\omega^2)\,w_n.$$
An exponential never vanishes, so Newton's equations hold exactly when $M\omega^2 = D(x)$.

**Step 3: comparison with the boundary.** Setting $c = -1$ gives $D(\pi) = 4K_1$, and
$$D(\pi) - D(x) = 2K_1(1+c) - 4K_2(1-c)(1+c) = 2(1+c)\left[K_1 - 2K_2(1-c)\right].$$
Suppose $K_1 \ge 0$ and $4K_2 \le K_1$. The factor $1 + c$ is nonnegative. If $K_2 \ge 0$, the bracket equals $(K_1 - 4K_2) + 2K_2(1+c) \ge 0$. If $K_2 \le 0$, it equals $K_1 + 2(-K_2)(1-c) \ge 0$. So $D(x) \le D(\pi)$ for every $x$.

**Step 4: completing the square.** For $K_2 \ne 0$,
$$D(x) = 2K_1 + 4K_2 + \frac{K_1^2}{4K_2} - 4K_2\left(c + \frac{K_1}{4K_2}\right)^2,$$
and the first three terms combine to $(K_1^2 + 8K_1K_2 + 16K_2^2)/(4K_2) = (K_1+4K_2)^2/(4K_2)$.

**Step 5: the bound is attained.** For $K_2 > 0$ the subtracted term is nonnegative, so $D(x) \le (K_1+4K_2)^2/(4K_2)$, with equality exactly where $c = -K_1/(4K_2)$. That number is a cosine when $|K_1| \le 4K_2$, and $x = \arccos(-K_1/(4K_2))$ is then a maximiser.

**Step 6: necessity.** Suppose $\pi$ is a global maximiser. Comparing with $D(0) = 0$ gives $4K_1 \ge 0$. If $K_1 < 4K_2$, then $K_2 > 0$ and $|K_1| \le 4K_2$, so step 5 applies, and
$$\frac{(K_1+4K_2)^2}{4K_2} - 4K_1 = \frac{(4K_2 - K_1)^2}{4K_2} > 0.$$
The point from step 5 then beats $\pi$, which is a contradiction. The same identity shows that for $0 \le K_1 < 4K_2$ the maximum lies strictly above $D(\pi)$.

**Step 7: uniqueness at the boundary.** Let $K_1 > 0$, $4K_2 \le K_1$ and $c \ne -1$. Then $1 + c > 0$. The bracket of step 3 is positive as well: through $2K_2(1+c) > 0$ if $K_2 > 0$, and through $K_1 > 0$ if $K_2 \le 0$. So $D(x) = D(\pi)$ only where $c = -1$.

### The Lean file

```lean
import Mathlib

open Real

namespace SecondNeighbourChain

noncomputable section

/-- Force on atom `n` of a monatomic chain with displacements `u`, nearest-neighbour spring
constant `K₁` and second-neighbour spring constant `K₂`. -/
def force (K₁ K₂ : ℝ) (u : ℤ → ℂ) (n : ℤ) : ℂ :=
  (K₁ : ℂ) * (u (n + 1) + u (n - 1) - 2 * u n) + (K₂ : ℂ) * (u (n + 2) + u (n - 2) - 2 * u n)

/-- The plane wave `exp (i x n)` with phase advance `x` per lattice site. -/
def planeWave (x : ℝ) (n : ℤ) : ℂ :=
  Complex.exp (Complex.I * (x : ℂ) * (n : ℂ))

/-- The travelling wave `exp (i x n) * exp (-i ω t)` at time `t` and site `n`. -/
def wave (x ω t : ℝ) (n : ℤ) : ℂ :=
  planeWave x n * Complex.exp (-(Complex.I * (ω : ℂ)) * (t : ℂ))

/-- The dispersion function `4 K₁ sin² (x/2) + 4 K₂ sin² x`. -/
def dispersion (K₁ K₂ x : ℝ) : ℝ :=
  4 * K₁ * sin (x / 2) ^ 2 + 4 * K₂ * sin x ^ 2

/-- The time derivative of `c exp (a t)` is `c a exp (a t)`. -/
theorem hasDerivAt_exp_time (a c : ℂ) (t : ℝ) :
    HasDerivAt (fun s : ℝ => c * Complex.exp (a * (s : ℂ)))
      (c * a * Complex.exp (a * (t : ℂ))) t := by
  have h : HasDerivAt (fun z : ℂ => c * Complex.exp (a * z))
      (c * (Complex.exp (a * (t : ℂ)) * (a * 1))) (t : ℂ) :=
    (((hasDerivAt_id' (t : ℂ)).const_mul a).cexp).const_mul c
  exact h.comp_ofReal.congr_deriv (by ring)

/-- The plane-wave amplitudes at sites `n + m` and `n - m` add up to `2 cos (m x)` times the
amplitude at site `n`. -/
theorem planeWave_add_sub (x : ℝ) (n m : ℤ) :
    planeWave x (n + m) + planeWave x (n - m)
      = 2 * ((cos ((m : ℝ) * x) : ℝ) : ℂ) * planeWave x n := by
  have e1 : Complex.I * (x : ℂ) * ((n + m : ℤ) : ℂ)
      = ((m : ℂ) * x) * Complex.I + Complex.I * (x : ℂ) * (n : ℂ) := by
    push_cast; ring
  have e2 : Complex.I * (x : ℂ) * ((n - m : ℤ) : ℂ)
      = -((m : ℂ) * x) * Complex.I + Complex.I * (x : ℂ) * (n : ℂ) := by
    push_cast; ring
  have e3 : ((cos ((m : ℝ) * x) : ℝ) : ℂ) = Complex.cos ((m : ℂ) * x) := by simp
  have h2 := Complex.two_cos ((m : ℂ) * x)
  unfold planeWave
  rw [e1, e2, e3, Complex.exp_add, Complex.exp_add]
  linear_combination (-(Complex.exp (Complex.I * (x : ℂ) * (n : ℂ)))) * h2

/-- The dispersion function is the quadratic `2 K₁ (1 - c) + 4 K₂ (1 - c²)` in `c = cos x`. -/
theorem dispersion_eq_cos (K₁ K₂ x : ℝ) :
    dispersion K₁ K₂ x = 2 * K₁ * (1 - cos x) + 4 * K₂ * (1 - cos x ^ 2) := by
  have h := Real.cos_two_mul (x / 2)
  have e : 2 * (x / 2) = x := by ring
  rw [e] at h
  have h0 := Real.sin_sq_add_cos_sq (x / 2)
  have h1 : sin (x / 2) ^ 2 = (1 - cos x) / 2 := by linarith
  have h2 : sin x ^ 2 = 1 - cos x ^ 2 := Real.sin_sq x
  unfold dispersion
  rw [h1, h2]
  ring

/-- The force on atom `n` in a plane wave is minus the dispersion function times the
displacement of that atom. -/
theorem force_planeWave (K₁ K₂ x : ℝ) (n : ℤ) :
    force K₁ K₂ (planeWave x) n = -((dispersion K₁ K₂ x : ℝ) : ℂ) * planeWave x n := by
  have h1 := planeWave_add_sub x n 1
  have h2 := planeWave_add_sub x n 2
  have c1 : cos (((1 : ℤ) : ℝ) * x) = cos x := by simp
  have c2 : cos (((2 : ℤ) : ℝ) * x) = 2 * cos x ^ 2 - 1 := by
    have e : ((2 : ℤ) : ℝ) = 2 := by norm_num
    rw [e, Real.cos_two_mul]
  rw [c1] at h1
  rw [c2] at h2
  unfold force
  rw [h1, h2, dispersion_eq_cos]
  push_cast
  ring

/-- The travelling wave solves Newton's equations for atoms of mass `M` at all sites and times
exactly when `M ω²` equals the dispersion function. -/
theorem newton_iff (K₁ K₂ M x ω : ℝ) :
    (∀ (n : ℤ) (t : ℝ),
        (M : ℂ) * deriv (deriv fun s : ℝ => wave x ω s n) t = force K₁ K₂ (wave x ω t) n)
      ↔ M * ω ^ 2 = dispersion K₁ K₂ x := by
  -- the residual of Newton's equation is `(D - M ω²)` times the wave
  have key : ∀ (n : ℤ) (t : ℝ),
      (M : ℂ) * deriv (deriv fun s : ℝ => wave x ω s n) t - force K₁ K₂ (wave x ω t) n
        = ((dispersion K₁ K₂ x - M * ω ^ 2 : ℝ) : ℂ) * wave x ω t n := by
    intro n t
    have d1 : (deriv fun s : ℝ => wave x ω s n)
        = fun s : ℝ => planeWave x n * (-(Complex.I * (ω : ℂ)))
            * Complex.exp (-(Complex.I * (ω : ℂ)) * (s : ℂ)) :=
      funext fun s => (hasDerivAt_exp_time (-(Complex.I * (ω : ℂ))) (planeWave x n) s).deriv
    have d2 : deriv (deriv fun s : ℝ => wave x ω s n) t
        = planeWave x n * (-(Complex.I * (ω : ℂ))) * (-(Complex.I * (ω : ℂ)))
            * Complex.exp (-(Complex.I * (ω : ℂ)) * (t : ℂ)) := by
      rw [d1]
      exact (hasDerivAt_exp_time (-(Complex.I * (ω : ℂ)))
        (planeWave x n * (-(Complex.I * (ω : ℂ)))) t).deriv
    have hf : force K₁ K₂ (wave x ω t) n
        = force K₁ K₂ (planeWave x) n * Complex.exp (-(Complex.I * (ω : ℂ)) * (t : ℂ)) := by
      simp only [force, wave]
      ring
    rw [d2, hf, force_planeWave]
    simp only [wave]
    push_cast
    linear_combination ((M : ℂ) * (ω : ℂ) ^ 2 * planeWave x n
      * Complex.exp (-(Complex.I * (ω : ℂ)) * (t : ℂ))) * Complex.I_sq
  constructor
  · intro h
    have hk := key 0 0
    rw [sub_eq_zero.mpr (h 0 0)] at hk
    have hw : wave x ω 0 0 ≠ 0 := by
      unfold wave planeWave
      exact mul_ne_zero (Complex.exp_ne_zero _) (Complex.exp_ne_zero _)
    have h0 := Complex.ofReal_eq_zero.mp ((mul_eq_zero.mp hk.symm).resolve_right hw)
    linarith
  · intro h n t
    have hk := key n t
    have h0 : dispersion K₁ K₂ x - M * ω ^ 2 = 0 := by linarith
    rw [h0, Complex.ofReal_zero, zero_mul] at hk
    exact sub_eq_zero.mp hk

/-- At the zone boundary `x = π` the dispersion function equals `4 K₁`. -/
theorem dispersion_pi (K₁ K₂ : ℝ) : dispersion K₁ K₂ π = 4 * K₁ := by
  rw [dispersion_eq_cos, Real.cos_pi]
  ring

/-- The zone-boundary value minus the value at `x` factorises as
`2 (1 + cos x) (K₁ - 2 K₂ (1 - cos x))`. -/
theorem boundary_deficit (K₁ K₂ x : ℝ) :
    dispersion K₁ K₂ π - dispersion K₁ K₂ x
      = 2 * ((1 + cos x) * (K₁ - 2 * K₂ * (1 - cos x))) := by
  rw [dispersion_pi, dispersion_eq_cos]
  ring

/-- For `K₂ ≠ 0`, the value `(K₁ + 4 K₂)² / (4 K₂)` minus the dispersion function equals
`4 K₂ (cos x + K₁ / (4 K₂))²`. -/
theorem interior_deficit (K₁ K₂ x : ℝ) (hK₂ : K₂ ≠ 0) :
    (K₁ + 4 * K₂) ^ 2 / (4 * K₂) - dispersion K₁ K₂ x
      = 4 * K₂ * (cos x + K₁ / (4 * K₂)) ^ 2 := by
  rw [dispersion_eq_cos]
  field_simp
  ring

/-- For `K₂ > 0` and `|K₁| ≤ 4 K₂` the greatest value of the dispersion function is
`(K₁ + 4 K₂)² / (4 K₂)`, and it is taken exactly where `cos x = -K₁ / (4 K₂)`. -/
theorem interior_max (K₁ K₂ : ℝ) (hK₂ : 0 < K₂) (h : |K₁| ≤ 4 * K₂) :
    IsGreatest (Set.range (dispersion K₁ K₂)) ((K₁ + 4 * K₂) ^ 2 / (4 * K₂)) ∧
      ∀ x, dispersion K₁ K₂ x = (K₁ + 4 * K₂) ^ 2 / (4 * K₂) ↔ cos x = -(K₁ / (4 * K₂)) := by
  have h4 : 0 < 4 * K₂ := by linarith
  have loc : ∀ x, dispersion K₁ K₂ x = (K₁ + 4 * K₂) ^ 2 / (4 * K₂)
      ↔ cos x = -(K₁ / (4 * K₂)) := by
    intro x
    have hd := interior_deficit K₁ K₂ x hK₂.ne'
    constructor
    · intro hx
      have h0 : 4 * K₂ * (cos x + K₁ / (4 * K₂)) ^ 2 = 0 := by linarith
      have h1 : (cos x + K₁ / (4 * K₂)) ^ 2 = 0 := (mul_eq_zero.mp h0).resolve_left h4.ne'
      have h2 : cos x + K₁ / (4 * K₂) = 0 := (pow_eq_zero_iff two_ne_zero).mp h1
      linarith
    · intro hx
      have h0 : cos x + K₁ / (4 * K₂) = 0 := by linarith
      have h1 : 4 * K₂ * (0 : ℝ) ^ 2 = 0 := by ring
      rw [h0, h1] at hd
      linarith
  -- the required cosine lies in [-1, 1], so arccos supplies a maximiser
  have q1 : K₁ / (4 * K₂) ≤ 1 := (div_le_one h4).mpr (abs_le.mp h).2
  have q2 : -1 ≤ K₁ / (4 * K₂) := by
    rw [le_div_iff₀ h4]
    linarith [(abs_le.mp h).1]
  refine ⟨⟨⟨arccos (-(K₁ / (4 * K₂))), (loc _).mpr
    (Real.cos_arccos (by linarith) (by linarith))⟩, ?_⟩, loc⟩
  rintro _ ⟨x, rfl⟩
  have hd := interior_deficit K₁ K₂ x hK₂.ne'
  have hp : 0 ≤ 4 * K₂ * (cos x + K₁ / (4 * K₂)) ^ 2 := mul_nonneg h4.le (sq_nonneg _)
  linarith

/-- For arbitrary real spring constants, the dispersion function is globally maximal at `x = π`
exactly when `0 ≤ K₁` and `4 K₂ ≤ K₁`. -/
theorem boundary_max_iff (K₁ K₂ : ℝ) :
    (∀ x, dispersion K₁ K₂ x ≤ dispersion K₁ K₂ π) ↔ 0 ≤ K₁ ∧ 4 * K₂ ≤ K₁ := by
  constructor
  · intro h
    -- comparison with the zone centre gives the sign of K₁
    have d0 : dispersion K₁ K₂ 0 = 0 := by simp [dispersion]
    have dπ := dispersion_pi K₁ K₂
    have hK₁ : 0 ≤ K₁ := by linarith [h 0]
    refine ⟨hK₁, ?_⟩
    by_contra hn
    have hlt : K₁ < 4 * K₂ := not_le.mp hn
    have hK₂ : 0 < K₂ := by linarith
    have h4 : 0 < 4 * K₂ := by linarith
    -- otherwise the maximiser of the completed square beats the boundary
    obtain ⟨x, hx⟩ :=
      (interior_max K₁ K₂ hK₂ (abs_le.mpr ⟨by linarith, by linarith⟩)).1.1
    have hs : 4 * K₁ < (K₁ + 4 * K₂) ^ 2 / (4 * K₂) := by
      rw [lt_div_iff₀ h4]
      nlinarith [mul_pos (sub_pos.mpr hlt) (sub_pos.mpr hlt)]
    linarith [h x]
  · rintro ⟨hK₁, hK⟩ x
    have hd := boundary_deficit K₁ K₂ x
    have hc1 : 0 ≤ 1 + cos x := by linarith [Real.neg_one_le_cos x]
    have hc2 : 0 ≤ 1 - cos x := by linarith [Real.cos_le_one x]
    -- both factors of the deficit are nonnegative
    have hf : 0 ≤ K₁ - 2 * K₂ * (1 - cos x) := by
      rcases le_total 0 K₂ with h2 | h2
      · nlinarith [mul_nonneg h2 hc1]
      · nlinarith [mul_nonneg (neg_nonneg.mpr h2) hc2]
    have hp := mul_nonneg hc1 hf
    linarith

/-- For `K₁ > 0` and `4 K₂ ≤ K₁` the dispersion function equals its zone-boundary value exactly
where `cos x = -1`. -/
theorem boundary_unique (K₁ K₂ x : ℝ) (hK₁ : 0 < K₁) (hK : 4 * K₂ ≤ K₁) :
    dispersion K₁ K₂ x = dispersion K₁ K₂ π ↔ cos x = -1 := by
  have hd := boundary_deficit K₁ K₂ x
  constructor
  · intro hx
    by_contra hne
    have hc1 : 0 < 1 + cos x := by
      rcases (Real.neg_one_le_cos x).lt_or_eq with h | h
      · linarith
      · exact absurd h.symm hne
    have hc2 : 0 ≤ 1 - cos x := by linarith [Real.cos_le_one x]
    -- away from the boundary both factors of the deficit are positive
    have hf : 0 < K₁ - 2 * K₂ * (1 - cos x) := by
      rcases lt_or_ge 0 K₂ with h2 | h2
      · nlinarith [mul_pos h2 hc1]
      · nlinarith [mul_nonneg (neg_nonneg.mpr h2) hc2]
    have hp := mul_pos hc1 hf
    linarith
  · intro hx
    have h0 : 1 + cos x = 0 := by linarith
    rw [h0, zero_mul] at hd
    linarith

/-- For `K₁ ≥ 0` the dispersion function is globally maximal at the zone boundary `x = π` exactly
when `4 K₂ ≤ K₁`. If `K₁ < 4 K₂` its greatest value is `(K₁ + 4 K₂)² / (4 K₂)`, which exceeds the
zone-boundary value. -/
theorem dispersion_maximum (K₁ K₂ : ℝ) (hK₁ : 0 ≤ K₁) :
    ((∀ x, dispersion K₁ K₂ x ≤ dispersion K₁ K₂ π) ↔ 4 * K₂ ≤ K₁) ∧
      (K₁ < 4 * K₂ →
        IsGreatest (Set.range (dispersion K₁ K₂)) ((K₁ + 4 * K₂) ^ 2 / (4 * K₂)) ∧
          dispersion K₁ K₂ π < (K₁ + 4 * K₂) ^ 2 / (4 * K₂)) := by
  constructor
  · rw [boundary_max_iff]
    exact ⟨fun h => h.2, fun h => ⟨hK₁, h⟩⟩
  · intro hlt
    have hK₂ : 0 < K₂ := by linarith
    have h4 : 0 < 4 * K₂ := by linarith
    refine ⟨(interior_max K₁ K₂ hK₂ (abs_le.mpr ⟨by linarith, by linarith⟩)).1, ?_⟩
    -- the excess over the boundary value is (4 K₂ - K₁)² / (4 K₂)
    rw [dispersion_pi, lt_div_iff₀ h4]
    nlinarith [mul_pos (sub_pos.mpr hlt) (sub_pos.mpr hlt)]

end

end SecondNeighbourChain
```

```lean
#print axioms SecondNeighbourChain.newton_iff
#print axioms SecondNeighbourChain.boundary_unique
#print axioms SecondNeighbourChain.dispersion_maximum
```

```
'SecondNeighbourChain.newton_iff' depends on axioms: [propext, Classical.choice, Quot.sound]
'SecondNeighbourChain.boundary_unique' depends on axioms: [propext, Classical.choice, Quot.sound]
'SecondNeighbourChain.dispersion_maximum' depends on axioms: [propext, Classical.choice, Quot.sound]
```

### Remarks

**The statements in words.** `dispersion_maximum` takes real $K_1, K_2$ with `0 ≤ K₁` and has two parts. The first says that $D(x) \le D(\pi)$ for all real $x$ if and only if `4 * K₂ ≤ K₁`. The second says that if `K₁ < 4 * K₂`, then $(K_1+4K_2)^2/(4K_2)$ is the greatest element of the set of values of $D$, and it is strictly larger than $D(\pi)$. `IsGreatest (Set.range (dispersion K₁ K₂))` applied to a number means that the number is a value of $D$ at some $x$ and that no value of $D$ exceeds it. The claim in the question is the special case $K_1, K_2 > 0$.

The main theorem names $\pi$ as a maximiser when $4K_2 \le K_1$, but it does not determine the full set of maximisers in either case. That comes from `interior_max`, which gives $\cos x = -K_1/(4K_2)$ for $K_2 > 0$ and $|K_1| \le 4K_2$, and from `boundary_unique`, which gives $\cos x = -1$ for $K_1 > 0$ and $4K_2 \le K_1$. Neither covers $K_1 = 0$ with $K_2 \le 0$, where the maximum is $0$ and $x = 0$ is a maximiser as well as $\pi$. `boundary_max_iff` drops all sign assumptions: $\pi$ is a global maximiser exactly when $0 \le K_1$ and $4K_2 \le K_1$.

`newton_iff` ties $D$ to the dynamics. For real `M`, `x` and `ω`, the travelling wave satisfies $M\ddot w_n(t) = F_n[w(t)]$ at all sites and times if and only if `M * ω ^ 2 = dispersion K₁ K₂ x`. No sign of `M` is assumed. Since `ω` is real, the exponentially growing modes that belong to $D(x) < 0$ with $M > 0$ are not described.

**Dropping hypotheses.** With $K_1 = K_2 = -1$ the condition $4K_2 \le K_1$ holds, yet $D(\pi) = -4 < 0 = D(0)$, so the first part needs `0 ≤ K₁`. With $K_1 = -8$, $K_2 = 1$ the formula gives $4$, while $D = 4(1-c)(c-3) \le 0$ everywhere, so the second part fails too. In `boundary_unique`, taking $K_1 = 0$ gives $D(0) = D(\pi) = 0$ although $\cos 0 = 1$.

**What is not covered.** The following points are not proved in the file. For $M > 0$ the maximum of $|\omega|$ is the square root of the maximum of $D/M$. On a finite ring with $M > 0$ and $D(x) > 0$ at every allowed $x$ with $\cos x \ne 1$, a general motion is a superposition of such waves plus a uniform drift $u_n = vt$ of the whole chain; where $D$ is negative, exponentially growing and decaying modes are needed as well. A finite ring of $N$ atoms allows only $x = 2\pi j/N$ and may miss the maximiser, in which case the value found here is only an upper bound. Anharmonic terms, longer-range springs, more than one atom per cell and quantisation are not part of the model.

**How the proof follows the steps.** Step 1 is `dispersion_eq_cos`, which obtains the half-angle formula from `Real.cos_two_mul` at $x/2$. Step 2 takes four results. `hasDerivAt_exp_time` differentiates $b\,e^{at}$ in real time, for complex constants $a$ and $b$, by restricting the complex derivative with `comp_ofReal`. `planeWave_add_sub` splits the two exponents and uses `Complex.two_cos`. `force_planeWave` applies it with $m = 1$ and $m = 2$. In `newton_iff` the claim `key` is the residual identity: `d1` and `d2` are the two time derivatives, `hf` pulls the time factor out of the force, and `Complex.I_sq` turns $(-i\omega)^2$ into $-\omega^2$. The forward direction uses only site $0$ at time $0$, where `hw` says that the wave is nonzero.

The identities of steps 3 and 4 are `dispersion_pi`, `boundary_deficit` and `interior_deficit`, each reduced to algebra in $\cos x$. Step 5 is `interior_max`. There `loc` is the equality condition, `q1` and `q2` place $K_1/(4K_2)$ in $[-1, 1]$ so that `Real.cos_arccos` supplies the maximiser, and `hp` is the nonnegative square that gives the upper bound.

`boundary_max_iff` holds step 6 and the sign argument of step 3. In the forward direction `d0` and `dπ` give the sign of $K_1$, and `hs` is the strict excess: `lt_div_iff₀` clears the denominator and `nlinarith` receives $(4K_2 - K_1)^2 > 0$ as a hint. In the backward direction `hf` splits on the sign of $K_2$, with the products $K_2(1+c)$ and $(-K_2)(1-c)$ as hints. `boundary_unique` is step 7, the same split with strict inequalities. `dispersion_maximum` takes its first part from `boundary_max_iff`, where `0 ≤ K₁` is already given, and its second part from `interior_max` and the excess inequality.
